# Scaling of the energy and squared norm under dilation in an inverse-square potential

The declaration `dilation` concerns one particle on the half-line in the potential -g/x², with g any real number (attractive when g > 0). The trial state ψ is a real C¹ function with compact support inside (0, ∞), not necessarily normalised, and its energy is the integral of ψ'² - gψ²/x². For every l > 0 the lemma states that ψ(lx) is again a trial state, that its energy is l times that of ψ, and that its squared norm is that of ψ divided by l; for nonzero ψ the energy per unit squared norm is therefore multiplied by l². The attempt gets the support and smoothness from those of ψ, and the two scaling laws from the change of variable y = lx, with the chain rule for the derivative.

Lean 4 with Mathlib refuses this proof:

```lean
import Mathlib

open MeasureTheory Set

namespace InverseSquareHardy

noncomputable section

/-- A trial state on the half-line: a real C¹ function with compact support inside `(0, ∞)`. -/
structure Admissible (ψ : ℝ → ℝ) : Prop where
  smooth : ContDiff ℝ 1 ψ
  compact : HasCompactSupport ψ
  away : tsupport ψ ⊆ Ioi 0

/-- The energy of `ψ` in the attractive potential `-g / x²` on the half-line,
in units where the kinetic energy is the integral of `ψ'²`. -/
def energy (g : ℝ) (ψ : ℝ → ℝ) : ℝ :=
  ∫ x in Ioi (0 : ℝ), (deriv ψ x ^ 2 - g * ψ x ^ 2 / x ^ 2)

variable {ψ : ℝ → ℝ}

/-- A function that is C¹ on the open half-line and vanishes off a compact subset of it
is a trial state. -/
theorem admissible_of_compact {φ : ℝ → ℝ} {K : Set ℝ} (hK : IsCompact K) (hpos : K ⊆ Ioi 0)
    (h0 : ∀ x, x ∉ K → φ x = 0) (hs : ∀ x, 0 < x → ContDiffAt ℝ 1 φ x) : Admissible φ := by
  have hsub : tsupport φ ⊆ K :=
    closure_minimal (fun x hx => by_contra fun hn => hx (h0 x hn)) hK.isClosed
  refine ⟨contDiff_iff_contDiffAt.2 fun x => ?_, HasCompactSupport.intro hK h0,
    hsub.trans hpos⟩
  by_cases hx : x ∈ tsupport φ
  · exact hs x (hpos (hsub hx))
  · exact (contDiffAt_const (c := (0 : ℝ))).congr_of_eventuallyEq
      (notMem_tsupport_iff_eventuallyEq.1 hx)

/-- Squeezing a trial state by a factor `l > 0` gives a trial state whose energy is
multiplied by `l` and whose squared norm is divided by `l`. -/
theorem dilation (h : Admissible ψ) (g : ℝ) {l : ℝ} (hl : 0 < l) :
    Admissible (fun x => ψ (l * x)) ∧ energy g (fun x => ψ (l * x)) = l * energy g ψ ∧
      ∫ x in Ioi (0 : ℝ), ψ (l * x) ^ 2 = l⁻¹ * ∫ x in Ioi (0 : ℝ), ψ x ^ 2 := by
  refine ⟨?_, ?_, ?_⟩
  · refine admissible_of_compact (K := (fun y => y / l) '' tsupport ψ)
      (h.compact.isCompact.image (by fun_prop)) ?_ ?_ ?_
    · rintro _ ⟨y, hy, rfl⟩
      exact div_pos (mem_Ioi.1 (h.away hy)) hl
    · intro x hx
      refine image_eq_zero_of_notMem_tsupport fun hm => hx ⟨l * x, hm, ?_⟩
      show l * x / l = x
      field_simp
    · intro x _
      exact (h.smooth.comp (contDiff_const.mul contDiff_id)).contDiffAt
  · have hd : ∀ x, deriv (fun y => ψ (l * y)) x = l * deriv ψ (l * x) := by
      intro x
      have h1 := (h.smooth.differentiable (by simp) (l * x)).hasDerivAt
      have h2 := h1.comp x ((hasDerivAt_id' x).const_mul l)
      exact h2.deriv.trans (by ring)
    have k := integral_comp_mul_left_Ioi
      (fun y => l ^ 2 * (deriv ψ y ^ 2 - g * ψ y ^ 2 / y ^ 2)) 0 hl
    rw [mul_zero, smul_eq_mul, integral_const_mul] at k
    refine Eq.trans ?_ (k.trans ?_)
    · unfold energy
      refine setIntegral_congr_fun measurableSet_Ioi fun x hx => ?_
      have hx0 : x ≠ 0 := (mem_Ioi.1 hx).ne'
      simp only [hd]
      field_simp <;> ring
    · change l⁻¹ * (l ^ 2 * energy g ψ) = l * energy g ψ
      field_simp
  · have k := integral_comp_mul_left_Ioi (fun y => ψ y ^ 2) 0 hl
    rw [mul_zero, smul_eq_mul] at k
    exact k

end

end InverseSquareHardy
```

Messages:

```
Main.lean:61:35: error: typeclass instance problem is stuck
  ClosedIicTopology ?m.530

Note: Lean will not try to resolve this typeclass instance problem because the first, second, and third type arguments to `ClosedIicTopology` contain metavariables. These arguments must be fully determined before Lean will try to resolve the typeclass.

Hint: Adding type annotations and supplying implicit arguments to functions can give Lean more information for typeclass resolution. For example, if you have a variable `x` that you intend to be a `Nat`, but Lean reports it as having an unresolved type like `?m`, replacing `x` with `(x : Nat)` can get typeclass resolution un-stuck.
Main.lean:65:6: error: 'change' tactic failed, pattern
  l⁻¹ * (l ^ 2 * energy g ψ) = l * energy g ψ
is not definitionally equal to target
  l⁻¹ * ∫ (x : ℝ) in Ioi 0, l ^ 2 * (deriv ψ x ^ 2 - g * ψ x ^ 2 / x ^ 2) = l * energy g ψ
```

The repair, with which the file compiles:

```diff
@@ -56,5 +56,5 @@
     have k := integral_comp_mul_left_Ioi
       (fun y => l ^ 2 * (deriv ψ y ^ 2 - g * ψ y ^ 2 / y ^ 2)) 0 hl
-    rw [mul_zero, smul_eq_mul, integral_const_mul] at k
+    rw [mul_zero, smul_eq_mul] at k
     refine Eq.trans ?_ (k.trans ?_)
     · unfold energy
@@ -62,6 +62,7 @@
       have hx0 : x ≠ 0 := (mem_Ioi.1 hx).ne'
       simp only [hd]
-      field_simp <;> ring
-    · change l⁻¹ * (l ^ 2 * energy g ψ) = l * energy g ψ
+      field_simp
+    · rw [integral_const_mul]
+      change l⁻¹ * (l ^ 2 * energy g ψ) = l * energy g ψ
       field_simp
   · have k := integral_comp_mul_left_Ioi (fun y => ψ y ^ 2) 0 hl
```

Both errors come from rewriting with `integral_const_mul` in `k`. Each side of `k` has an integral with the factor `l ^ 2` inside, and the rewrite took the factor out of the left one only, because the integrand on the right is different.

The first goal then had a constant times an integral on its right-hand side, where `setIntegral_congr_fun` needs a bare integral. The statement did not unify with the goal, so the type in `measurableSet_Ioi` stayed undetermined and Lean reported a stuck `ClosedIicTopology` instance.

In the second goal `l ^ 2` was still inside the integral. `change` accepts only definitional equality, and taking a constant out of an integral is a theorem, so it failed.

The repair leaves `k` with an integral on each side, which suits `setIntegral_congr_fun`, and applies `integral_const_mul` in the second goal, where it acts on the integral that needs it. The `change` then only has to unfold `energy`. Dropping `<;> ring` is mere tidying: `field_simp` closes that goal alone.
